# Closed-form overtone elements of a linear dipole between Morse functions

For $n\ge1$ and $\alpha>0$, I find

$$\int_0^\infty y^{\alpha+n-1}e^{-y}L_n^\alpha\,dy=0,\quad\int_0^\infty y^{\alpha+n-1}e^{-y}L_n^\alpha\log y\,dy=\frac{(-1)^n\Gamma(\alpha+n)}n.$$

With $y=Ke^{-ax}$, these should give the Morse $0$–$n$ overlap and linear-dipole element. Is there a rigorous, machine-checked proof, convergence included?

## Both integrals from one Gamma-function moment

Yes; $\alpha+n>0$ suffices. For $s>0$, integrate the finite sum $L_n^\alpha$ termwise, using $\Gamma(s+k)=\Gamma(s)\prod_{j<k}(s+j)$:

$$M(s)=\int_0^\infty y^{s-1}e^{-y}L_n^\alpha\,dy=\frac{\Gamma(s)}{n!}S_n(\alpha,s),$$

$$S_n(\alpha,s)=\sum_{k=0}^n(-1)^k\binom nk\prod_{j=k}^{n-1}(\alpha+j+1)\prod_{j<k}(s+j).$$

Pascal's rule gives

$$S_{n+1}(\alpha,s)=(\alpha+n+1)S_n(\alpha,s)-s\,S_n(\alpha+1,s+1).$$

From $S_0=1$, induction yields $S_n=\prod_{j<n}(\alpha+1-s+j)$. At $s=\alpha+n$ the last factor vanishes, so $M=0$. Differentiating in $s$ inserts $\log y$, and only that factor's derivative, $-1$, survives:

$$M'(\alpha+n)=-\frac{\Gamma(\alpha+n)}{n!}(-1)^{n-1}(n-1)!=\frac{(-1)^n\Gamma(\alpha+n)}n.$$

Hold $\alpha$ fixed and differentiate before setting $s=\alpha+n$; in the other order you differentiate zero.

For Morse functions, $\alpha=K-1-2n$ and $\psi_0\psi_n=y^{\alpha+n}e^{-y}L_n^\alpha$. Since $dx=-dy/(ay)$ and $x=(\log K-\log y)/a$,

$$\int\psi_0(\mu_0+\mu_1x)\psi_n\,dx=\frac{\mu_1(-1)^{n+1}\Gamma(K-1-n)}{na^2}.$$

Dividing by the usual norms, which the file does not compute, gives

$$\frac{\mu_1(-1)^{n+1}}{na}\sqrt{\frac{n!\,(K-1-2n)\,\Gamma(K-1-n)}{(K-1-n)\,\Gamma(K-1)}}.$$

In Lean, `laguerre` is the finite sum, `morseCoord` is $y$, and `morseState` is the unnormalised $\psi_n$, given by formula rather than derived from the Schrödinger equation. For reduced mass $m$ in the potential $D(1-e^{-ax})^2$, with $x$ the displacement from equilibrium, $K=2\sqrt{2mD}/(a\hbar)$; `hK` says that level $n$ is bound. Each integral theorem also states integrability.

```lean
import Mathlib

open MeasureTheory Set

namespace MorseOvertone

noncomputable section

/-- Coefficient of `y^k` in the generalized Laguerre polynomial of degree `n`:
`(-1)^k C(n,k) (α+k+1)⋯(α+n) / n!`, for `k ≤ n`. -/
def laguerreCoeff (n : ℕ) (α : ℝ) (k : ℕ) : ℝ :=
  (-1) ^ k * (n.choose k) * (∏ j ∈ Finset.Ico k n, (α + j + 1)) / n.factorial

/-- The generalized Laguerre polynomial of degree `n` and parameter `α`, as a finite sum. -/
def laguerre (n : ℕ) (α y : ℝ) : ℝ :=
  ∑ k ∈ Finset.range (n + 1), laguerreCoeff n α k * y ^ k

/-- The Morse variable `y = K exp(-a x)` at displacement `x`. -/
def morseCoord (a K x : ℝ) : ℝ := K * Real.exp (-(a * x))

/-- The unnormalised Morse vibrational function with `n` quanta, for `K > 2n + 1`. -/
def morseState (a K : ℝ) (n : ℕ) (x : ℝ) : ℝ :=
  morseCoord a K x ^ ((K - 1 - 2 * (n : ℝ)) / 2) * Real.exp (-morseCoord a K x / 2) *
    laguerre n (K - 1 - 2 * (n : ℝ)) (morseCoord a K x)

/-- The Chu–Vandermonde sum in alternating form, for real parameters. -/
theorem chu_vandermonde (n : ℕ) : ∀ α s : ℝ,
    ∑ k ∈ Finset.range (n + 1), (-1 : ℝ) ^ k * (n.choose k) *
      ((∏ j ∈ Finset.Ico k n, (α + j + 1)) * ∏ j ∈ Finset.range k, (s + j)) =
    ∏ j ∈ Finset.range n, (α + 1 - s + j) := by
  -- Pascal's rule turns an alternating sum into a sum of differences
  have pascal : ∀ (n : ℕ) (T : ℕ → ℝ),
      ∑ k ∈ Finset.range (n + 1 + 1), (-1 : ℝ) ^ k * ((n + 1).choose k) * T k =
      ∑ k ∈ Finset.range (n + 1), (-1 : ℝ) ^ k * (n.choose k) * (T k - T (k + 1)) := by
    intro n T
    have hA := Finset.sum_range_succ' (fun k => (-1 : ℝ) ^ k * (n.choose k) * T k) (n + 1)
    rw [Finset.sum_range_succ] at hA
    simp only [Nat.choose_succ_self, Nat.cast_zero, mul_zero, zero_mul, add_zero, pow_zero,
      Nat.choose_zero_right, Nat.cast_one, one_mul] at hA
    have hC : ∑ k ∈ Finset.range (n + 1),
        (-1 : ℝ) ^ (k + 1) * ((n + 1).choose (k + 1)) * T (k + 1) =
        ∑ k ∈ Finset.range (n + 1), (-1 : ℝ) ^ (k + 1) * (n.choose (k + 1)) * T (k + 1) -
        ∑ k ∈ Finset.range (n + 1), (-1 : ℝ) ^ k * (n.choose k) * T (k + 1) := by
      rw [← Finset.sum_sub_distrib]
      refine Finset.sum_congr rfl fun k _ => ?_
      rw [Nat.choose_succ_succ']
      push_cast
      ring
    rw [Finset.sum_range_succ', hC]
    simp only [mul_sub, Finset.sum_sub_distrib, pow_zero, Nat.choose_zero_right,
      Nat.cast_one, one_mul]
    linear_combination -hA
  induction n with
  | zero => intro α s; simp
  | succ n ih =>
    intro α s
    have key : ∀ k ∈ Finset.range (n + 1), (-1 : ℝ) ^ k * (n.choose k) *
        ((∏ j ∈ Finset.Ico k (n + 1), (α + j + 1)) * (∏ j ∈ Finset.range k, (s + j)) -
        (∏ j ∈ Finset.Ico (k + 1) (n + 1), (α + j + 1)) *
          ∏ j ∈ Finset.range (k + 1), (s + j)) =
        (α + n + 1) * ((-1 : ℝ) ^ k * (n.choose k) *
          ((∏ j ∈ Finset.Ico k n, (α + j + 1)) * ∏ j ∈ Finset.range k, (s + j))) -
        s * ((-1 : ℝ) ^ k * (n.choose k) *
          ((∏ j ∈ Finset.Ico k n, (α + 1 + j + 1)) * ∏ j ∈ Finset.range k, (s + 1 + j))) := by
      intro k hk
      have hle : k ≤ n := by have := Finset.mem_range.1 hk; omega
      have e1 : ∏ j ∈ Finset.Ico (k + 1) (n + 1), (α + (j : ℝ) + 1) =
          ∏ j ∈ Finset.Ico k n, (α + 1 + (j : ℝ) + 1) := by
        rw [← Finset.prod_Ico_add' (fun j : ℕ => α + (j : ℝ) + 1) k n 1]
        exact Finset.prod_congr rfl fun j _ => by push_cast; ring
      have e2 : ∏ j ∈ Finset.range (k + 1), (s + (j : ℝ)) =
          s * ∏ j ∈ Finset.range k, (s + 1 + (j : ℝ)) := by
        rw [Finset.prod_range_succ', Finset.prod_congr rfl
          (fun j _ => show s + ((j + 1 : ℕ) : ℝ) = s + 1 + j by push_cast; ring)]
        push_cast
        ring
      rw [e1, e2, Finset.prod_Ico_succ_top hle]
      ring
    have h' : ∏ j ∈ Finset.range n, (α + 1 + 1 - (s + 1) + (j : ℝ)) =
        ∏ j ∈ Finset.range n, (α + 1 - s + (j : ℝ)) :=
      Finset.prod_congr rfl fun j _ => by ring
    refine (pascal n (fun k => (∏ j ∈ Finset.Ico k (n + 1), (α + j + 1)) *
      ∏ j ∈ Finset.range k, (s + j))).trans ((Finset.sum_congr rfl key).trans ?_)
    rw [Finset.sum_sub_distrib, ← Finset.mul_sum, ← Finset.mul_sum, ih α s,
      ih (α + 1) (s + 1), h', Finset.prod_range_succ]
    ring

/-- For `s > 0`, the Laguerre coefficients weighted with `Γ(s+k)` sum to a single product. -/
theorem laguerre_gamma_sum (n : ℕ) (α : ℝ) {s : ℝ} (hs : 0 < s) :
    ∑ k ∈ Finset.range (n + 1), laguerreCoeff n α k * Real.Gamma (s + k) =
    Real.Gamma s * (∏ j ∈ Finset.range n, (α + 1 - s + j)) / n.factorial := by
  have hG : ∀ k : ℕ, Real.Gamma (s + k) =
      (∏ j ∈ Finset.range k, (s + j)) * Real.Gamma s := by
    intro k
    induction k with
    | zero => simp
    | succ k ih =>
      have hk : s + (k : ℝ) ≠ 0 := by positivity
      rw [show s + ((k + 1 : ℕ) : ℝ) = s + k + 1 by push_cast; ring,
        Real.Gamma_add_one hk, ih, Finset.prod_range_succ]
      ring
  rw [← chu_vandermonde, Finset.mul_sum, Finset.sum_div]
  refine Finset.sum_congr rfl fun k _ => ?_
  rw [hG, laguerreCoeff]
  ring

/-- For `s > 0`, Euler's integral with an extra logarithm converges and is the derivative of
the Gamma function. -/
theorem gamma_log {s : ℝ} (hs : 0 < s) :
    IntegrableOn (fun y : ℝ => Real.exp (-y) * y ^ (s - 1) * Real.log y) (Ioi 0) ∧
    HasDerivAt Real.Gamma
      (∫ y in Ioi (0 : ℝ), Real.exp (-y) * y ^ (s - 1) * Real.log y) s := by
  constructor
  · -- the logarithm is bounded by small positive and negative powers
    have h1 := Real.GammaIntegral_convergent (show 0 < s + s / 2 by positivity)
    have h2 := Real.GammaIntegral_convergent (show 0 < s - s / 2 by linarith)
    have hm : Measurable (fun y : ℝ => Real.exp (-y) * y ^ (s - 1) * Real.log y) := by
      fun_prop
    refine ((h1.add h2).const_mul (s / 2)⁻¹).mono' hm.aestronglyMeasurable ?_
    refine (ae_restrict_mem measurableSet_Ioi).mono fun y hy' => ?_
    have hy : 0 < y := hy'
    have hl : |Real.log y| ≤ (s / 2)⁻¹ * (y ^ (s / 2) + y ^ (-(s / 2))) := by
      have a := Real.log_le_rpow_div hy.le (half_pos hs)
      have b := Real.log_le_rpow_div (inv_pos.2 hy).le (half_pos hs)
      rw [Real.log_inv, Real.inv_rpow hy.le, ← Real.rpow_neg hy.le] at b
      have p : 0 < y ^ (s / 2) / (s / 2) := by positivity
      have q : 0 < y ^ (-(s / 2)) / (s / 2) := by positivity
      rw [abs_le, mul_add, ← div_eq_inv_mul, ← div_eq_inv_mul]
      constructor <;> linarith
    have h0 : 0 ≤ Real.exp (-y) * y ^ (s - 1) := by positivity
    rw [norm_mul, Real.norm_of_nonneg h0, Real.norm_eq_abs]
    refine (mul_le_mul_of_nonneg_left hl h0).trans (le_of_eq ?_)
    simp only [Pi.add_apply]
    rw [show s + s / 2 - 1 = (s - 1) + s / 2 by ring,
      show s - s / 2 - 1 = (s - 1) + -(s / 2) by ring, Real.rpow_add hy, Real.rpow_add hy]
    ring
  · have h := (Complex.hasDerivAt_GammaIntegral (s := (s : ℂ)) (by simpa using hs)).real_of_complex
    have hv : (∫ t in Ioi (0 : ℝ), (t : ℂ) ^ ((s : ℂ) - 1) *
        (Real.log t * Real.exp (-t))) =
        ((∫ y in Ioi (0 : ℝ), Real.exp (-y) * y ^ (s - 1) * Real.log y : ℝ) : ℂ) := by
      have hcast : ∫ y in Ioi (0 : ℝ),
          ((Real.exp (-y) * y ^ (s - 1) * Real.log y : ℝ) : ℂ) =
          ((∫ y in Ioi (0 : ℝ), Real.exp (-y) * y ^ (s - 1) * Real.log y : ℝ) : ℂ) :=
        integral_ofReal (𝕜 := ℂ)
          (f := fun y : ℝ => Real.exp (-y) * y ^ (s - 1) * Real.log y)
      refine Eq.trans (setIntegral_congr_fun measurableSet_Ioi fun y hy => ?_) hcast
      have hy0 : 0 ≤ y := (mem_Ioi.1 hy).le
      have hpow : ((y ^ (s - 1) : ℝ) : ℂ) = (y : ℂ) ^ ((s : ℂ) - 1) := by
        rw [Complex.ofReal_cpow hy0, Complex.ofReal_sub, Complex.ofReal_one]
      show (y : ℂ) ^ ((s : ℂ) - 1) * (Real.log y * Real.exp (-y)) =
        ((Real.exp (-y) * y ^ (s - 1) * Real.log y : ℝ) : ℂ)
      rw [Complex.ofReal_mul, Complex.ofReal_mul, hpow]
      ring
    refine (h.congr_of_eventuallyEq ?_).congr_deriv ?_
    · filter_upwards [Ioi_mem_nhds hs] with x hx
      have hx' : 0 < (x : ℂ).re := by simpa using hx
      rw [← Complex.Gamma_eq_integral hx', Complex.Gamma_ofReal, Complex.ofReal_re]
    · exact (congrArg Complex.re hv).trans (Complex.ofReal_re _)

/-- For `y > 0`, the weighted Laguerre polynomial is a finite sum of Euler integrands. -/
theorem laguerre_expand (n : ℕ) (α s : ℝ) {y : ℝ} (hy : 0 < y) :
    y ^ (s - 1) * Real.exp (-y) * laguerre n α y =
    ∑ k ∈ Finset.range (n + 1),
      laguerreCoeff n α k * (Real.exp (-y) * y ^ (s + k - 1)) := by
  rw [laguerre, Finset.mul_sum]
  refine Finset.sum_congr rfl fun k _ => ?_
  rw [show s + (k : ℝ) - 1 = s - 1 + k by ring, Real.rpow_add_natCast hy.ne']
  ring

/-- For `s > 0`, the moment of order `s` of a Laguerre polynomial converges and has a
closed product form. -/
theorem laguerre_moment (n : ℕ) (α : ℝ) {s : ℝ} (hs : 0 < s) :
    IntegrableOn (fun y : ℝ => y ^ (s - 1) * Real.exp (-y) * laguerre n α y) (Ioi 0) ∧
    ∫ y in Ioi (0 : ℝ), y ^ (s - 1) * Real.exp (-y) * laguerre n α y =
      Real.Gamma s * (∏ j ∈ Finset.range n, (α + 1 - s + j)) / n.factorial := by
  have hE : EqOn (fun y : ℝ => y ^ (s - 1) * Real.exp (-y) * laguerre n α y)
      (fun y => ∑ k ∈ Finset.range (n + 1),
        laguerreCoeff n α k * (Real.exp (-y) * y ^ (s + k - 1))) (Ioi 0) :=
    fun y hy => laguerre_expand n α s hy
  have hi : ∀ k ∈ Finset.range (n + 1), Integrable (fun y : ℝ =>
      laguerreCoeff n α k * (Real.exp (-y) * y ^ (s + k - 1))) (volume.restrict (Ioi 0)) :=
    fun k _ => (Real.GammaIntegral_convergent (show 0 < s + (k : ℝ) by positivity)).const_mul _
  refine ⟨(integrableOn_congr_fun hE measurableSet_Ioi).2 (integrable_finsetSum _ hi),
    (setIntegral_congr_fun measurableSet_Ioi hE).trans
      ((integral_finsetSum _ hi).trans ?_)⟩
  rw [← laguerre_gamma_sum n α hs]
  refine Finset.sum_congr rfl fun k _ => ?_
  have hk : 0 < s + (k : ℝ) := by positivity
  rw [integral_const_mul, Real.Gamma_eq_integral hk]

/-- For `n ≥ 1` and `α + n > 0`, the integral of `y^(α+n-1) exp(-y)` times the Laguerre
polynomial converges and vanishes. -/
theorem laguerre_integral_zero {n : ℕ} (hn : 1 ≤ n) {α : ℝ} (hα : 0 < α + n) :
    IntegrableOn (fun y : ℝ => y ^ (α + n - 1) * Real.exp (-y) * laguerre n α y) (Ioi 0) ∧
    ∫ y in Ioi (0 : ℝ), y ^ (α + n - 1) * Real.exp (-y) * laguerre n α y = 0 := by
  obtain ⟨hi, hv⟩ := laguerre_moment n α hα
  refine ⟨hi, hv.trans ?_⟩
  obtain ⟨m, rfl⟩ : ∃ m, n = m + 1 := ⟨n - 1, by omega⟩
  have h0 : α + 1 - (α + ((m + 1 : ℕ) : ℝ)) + m = 0 := by push_cast; ring
  rw [Finset.prod_range_succ, h0]
  simp

/-- For `n ≥ 1` and `α + n > 0`, an extra factor `log y` makes the same integral equal to
`(-1)^n Γ(α+n)/n`. -/
theorem laguerre_integral_log {n : ℕ} (hn : 1 ≤ n) {α : ℝ} (hα : 0 < α + n) :
    IntegrableOn (fun y : ℝ =>
      y ^ (α + n - 1) * Real.exp (-y) * laguerre n α y * Real.log y) (Ioi 0) ∧
    ∫ y in Ioi (0 : ℝ), y ^ (α + n - 1) * Real.exp (-y) * laguerre n α y * Real.log y =
      (-1) ^ n * Real.Gamma (α + n) / n := by
  obtain ⟨m, rfl⟩ : ∃ m, n = m + 1 := ⟨n - 1, by omega⟩
  obtain ⟨s, hs⟩ : ∃ s : ℝ, s = α + ((m + 1 : ℕ) : ℝ) := ⟨_, rfl⟩
  rw [← hs] at hα ⊢
  have hE : EqOn (fun y : ℝ =>
      y ^ (s - 1) * Real.exp (-y) * laguerre (m + 1) α y * Real.log y)
      (fun y => ∑ k ∈ Finset.range (m + 1 + 1), laguerreCoeff (m + 1) α k *
        (Real.exp (-y) * y ^ (s + k - 1) * Real.log y)) (Ioi 0) := by
    intro y hy
    dsimp only
    rw [laguerre_expand (m + 1) α s hy, Finset.sum_mul]
    exact Finset.sum_congr rfl fun k _ => by ring
  have hp : ∀ k : ℕ, 0 < s + (k : ℝ) := fun k => by positivity
  have hi : ∀ k ∈ Finset.range (m + 1 + 1), Integrable (fun y : ℝ =>
      laguerreCoeff (m + 1) α k * (Real.exp (-y) * y ^ (s + k - 1) * Real.log y))
      (volume.restrict (Ioi 0)) := fun k _ => (gamma_log (hp k)).1.const_mul _
  refine ⟨(integrableOn_congr_fun hE measurableSet_Ioi).2 (integrable_finsetSum _ hi),
    (setIntegral_congr_fun measurableSet_Ioi hE).trans
      ((integral_finsetSum _ hi).trans ?_)⟩
  simp only [integral_const_mul]
  -- the logarithmic moment is the derivative of the moment in its order
  have d1 : HasDerivAt (fun t : ℝ => ∑ k ∈ Finset.range (m + 1 + 1),
      laguerreCoeff (m + 1) α k * Real.Gamma (t + k)) _ s :=
    HasDerivAt.fun_sum fun k _ =>
      ((gamma_log (hp k)).2.comp_add_const s (k : ℝ)).const_mul (laguerreCoeff (m + 1) α k)
  have hQ : ∀ m : ℕ, Differentiable ℝ
      (fun t : ℝ => ∏ j ∈ Finset.range m, (α + 1 - t + (j : ℝ))) := by
    intro m
    induction m with
    | zero => simp
    | succ m ih =>
      have h2 : Differentiable ℝ (fun t : ℝ => α + 1 - t + (m : ℝ)) := by fun_prop
      simp only [Finset.prod_range_succ]
      exact ih.mul h2
  have hF : ∀ m : ℕ, ∏ j ∈ Finset.range m, ((j : ℝ) - m) = (-1) ^ m * m.factorial := by
    intro m
    induction m with
    | zero => simp
    | succ m ih =>
      rw [Finset.prod_range_succ', Finset.prod_congr rfl (fun j _ =>
        show ((j + 1 : ℕ) : ℝ) - ((m + 1 : ℕ) : ℝ) = j - m by push_cast; ring), ih,
        Nat.factorial_succ]
      push_cast
      ring
  -- only the derivative of the vanishing factor survives
  have d2 := (((gamma_log hα).2.fun_mul (hQ m s).hasDerivAt).div_const
    ((m + 1).factorial : ℝ)).fun_mul ((hasDerivAt_id' s).const_sub s)
  have d3 := d2.congr_of_eventuallyEq (f₁ := fun t : ℝ => ∑ k ∈ Finset.range (m + 1 + 1),
      laguerreCoeff (m + 1) α k * Real.Gamma (t + k)) (by
    filter_upwards [Ioi_mem_nhds hα] with t ht
    rw [laguerre_gamma_sum (m + 1) α ht, Finset.prod_range_succ, hs]
    push_cast
    ring)
  refine (d1.unique d3).trans ?_
  have hv : ∏ j ∈ Finset.range m, (α + 1 - s + (j : ℝ)) = (-1) ^ m * m.factorial := by
    rw [← hF m]
    exact Finset.prod_congr rfl fun j _ => by rw [hs]; push_cast; ring
  have hf : (m.factorial : ℝ) ≠ 0 := by positivity
  have hm : (m : ℝ) + 1 ≠ 0 := by positivity
  rw [hv, sub_self, mul_zero, zero_add, Nat.factorial_succ, pow_succ]
  push_cast
  field_simp

/-- For `a, K > 0`, the substitution `y = K exp(-a x)` carries an integrable function on the
half-line to the whole line, with `dy = -a y dx`. -/
theorem morse_substitution {a K : ℝ} (ha : 0 < a) (hK : 0 < K) (g : ℝ → ℝ)
    (hg : IntegrableOn g (Ioi 0)) :
    Integrable (fun x => morseCoord a K x * g (morseCoord a K x)) ∧
    ∫ x, morseCoord a K x * g (morseCoord a K x) = (∫ y in Ioi (0 : ℝ), g y) / a := by
  have hpos : ∀ x, 0 < morseCoord a K x := fun x => mul_pos hK (Real.exp_pos _)
  have hd : ∀ x ∈ (univ : Set ℝ),
      HasDerivWithinAt (morseCoord a K) (-(a * morseCoord a K x)) univ x := by
    intro x _
    have h := ((((hasDerivAt_id' x).const_mul a).fun_neg).exp).const_mul K
    refine (h.congr_deriv ?_).hasDerivWithinAt
    rw [morseCoord]
    ring
  have hinj : InjOn (morseCoord a K) univ := by
    intro x _ y _ h
    have h1 := Real.exp_injective (mul_left_cancel₀ hK.ne' h)
    exact mul_left_cancel₀ ha.ne' (neg_injective h1)
  have himg : morseCoord a K '' univ = Ioi 0 := by
    ext y
    constructor
    · rintro ⟨x, _, rfl⟩
      exact hpos x
    · intro hy
      refine ⟨-Real.log (y / K) / a, mem_univ _, ?_⟩
      have h1 : -(a * (-Real.log (y / K) / a)) = Real.log (y / K) := by
        rw [mul_div_cancel₀ _ ha.ne', neg_neg]
      rw [morseCoord, h1, Real.exp_log (div_pos hy hK), mul_div_cancel₀ _ hK.ne']
  have e : (fun x => |-(a * morseCoord a K x)| • g (morseCoord a K x)) =
      fun x => a * (morseCoord a K x * g (morseCoord a K x)) := by
    funext x
    rw [abs_neg, abs_of_pos (mul_pos ha (hpos x)), smul_eq_mul, mul_assoc]
  have h1 : IntegrableOn (fun x => |-(a * morseCoord a K x)| • g (morseCoord a K x)) univ :=
    (integrableOn_image_iff_integrableOn_abs_deriv_smul MeasurableSet.univ hd hinj g).1
      (by rw [himg]; exact hg)
  have h2 : ∫ y in morseCoord a K '' univ, g y =
      ∫ x in univ, |-(a * morseCoord a K x)| • g (morseCoord a K x) :=
    integral_image_eq_integral_abs_deriv_smul MeasurableSet.univ hd hinj g
  rw [e, integrableOn_univ] at h1
  rw [himg, e, Measure.restrict_univ, integral_const_mul] at h2
  refine ⟨(h1.const_mul a⁻¹).congr
    (Filter.Eventually.of_forall fun x => inv_mul_cancel_left₀ ha.ne' _), ?_⟩
  rw [h2, mul_div_cancel_left₀ _ ha.ne']

/-- For `n ≥ 1`, `a > 0` and `K > 2n + 1`, the element of a linear dipole `μ₀ + μ₁ x` between
the unnormalised Morse functions `0` and `n` is `μ₁ (-1)^(n+1) Γ(K-1-n) / (n a²)`. -/
theorem morse_overtone_dipole {n : ℕ} (hn : 1 ≤ n) {a K : ℝ} (ha : 0 < a)
    (hK : 2 * (n : ℝ) + 1 < K) (μ₀ μ₁ : ℝ) :
    Integrable (fun x => morseState a K 0 x * (μ₀ + μ₁ * x) * morseState a K n x) ∧
    ∫ x, morseState a K 0 x * (μ₀ + μ₁ * x) * morseState a K n x =
      μ₁ * (-1) ^ (n + 1) * Real.Gamma (K - 1 - n) / (n * a ^ 2) := by
  have hn0 : (0 : ℝ) ≤ n := n.cast_nonneg
  have hK0 : 0 < K := by linarith
  have hs : 0 < K - 1 - 2 * (n : ℝ) + n := by linarith
  obtain ⟨W, hW⟩ : ∃ W : ℝ → ℝ, W = fun y => y ^ (K - 1 - 2 * (n : ℝ) + n - 1) *
    Real.exp (-y) * laguerre n (K - 1 - 2 * (n : ℝ)) y := ⟨_, rfl⟩
  obtain ⟨i0, z0⟩ : IntegrableOn W (Ioi 0) ∧ ∫ y in Ioi (0 : ℝ), W y = 0 := by
    rw [hW]; exact laguerre_integral_zero hn hs
  obtain ⟨i1, z1⟩ : IntegrableOn (fun y => W y * Real.log y) (Ioi 0) ∧
      ∫ y in Ioi (0 : ℝ), W y * Real.log y =
        (-1) ^ n * Real.Gamma (K - 1 - 2 * (n : ℝ) + n) / n := by
    rw [hW]; exact laguerre_integral_log hn hs
  have hfun : (fun x => morseState a K 0 x * (μ₀ + μ₁ * x) * morseState a K n x) =
      fun x => morseCoord a K x * ((μ₀ + μ₁ * Real.log K / a) * W (morseCoord a K x) -
        μ₁ / a * (W (morseCoord a K x) * Real.log (morseCoord a K x))) := by
    funext x
    have hl : Real.log (morseCoord a K x) = Real.log K + -(a * x) := by
      rw [morseCoord, Real.log_mul hK0.ne' (Real.exp_ne_zero _), Real.log_exp]
    have hc : μ₀ + μ₁ * Real.log K / a - μ₁ / a * Real.log (morseCoord a K x) =
        μ₀ + μ₁ * x := by
      rw [hl]
      linear_combination (μ₁ * x) * mul_inv_cancel₀ ha.ne'
    -- the product of the two functions is the Laguerre integrand times `y`
    have hprod : morseState a K 0 x * morseState a K n x =
        morseCoord a K x * W (morseCoord a K x) := by
      have hy : 0 < morseCoord a K x := mul_pos hK0 (Real.exp_pos _)
      rw [hW]
      unfold morseState
      generalize morseCoord a K x = y at hy ⊢
      have h0 : laguerre 0 (K - 1 - 2 * ((0 : ℕ) : ℝ)) y = 1 := by
        simp [laguerre, laguerreCoeff]
      have hp : y ^ ((K - 1 - 2 * ((0 : ℕ) : ℝ)) / 2) * y ^ ((K - 1 - 2 * (n : ℝ)) / 2) =
          y * y ^ (K - 1 - 2 * (n : ℝ) + n - 1) := by
        calc _ = y ^ (1 + (K - 1 - 2 * (n : ℝ) + n - 1)) := by
              rw [← Real.rpow_add hy]
              congr 1
              push_cast
              ring
          _ = _ := by rw [Real.rpow_add hy, Real.rpow_one]
      have he : Real.exp (-y / 2) * Real.exp (-y / 2) = Real.exp (-y) := by
        rw [← Real.exp_add]
        congr 1
        ring
      rw [h0]
      dsimp only
      rw [← he]
      linear_combination (Real.exp (-y / 2) * Real.exp (-y / 2) *
        laguerre n (K - 1 - 2 * (n : ℝ)) y) * hp
    linear_combination (μ₀ + μ₁ * x) * hprod -
      morseCoord a K x * W (morseCoord a K x) * hc
  have j0 := i0.const_mul (μ₀ + μ₁ * Real.log K / a)
  have j1 := i1.const_mul (μ₁ / a)
  obtain ⟨hi, hv⟩ := morse_substitution ha hK0
    (fun y => (μ₀ + μ₁ * Real.log K / a) * W y - μ₁ / a * (W y * Real.log y)) (j0.sub j1)
  rw [hfun]
  refine ⟨hi, hv.trans ?_⟩
  rw [integral_sub j0 j1, integral_const_mul, integral_const_mul, z0, z1,
    show K - 1 - 2 * (n : ℝ) + n = K - 1 - n by ring, pow_succ]
  ring

/-- For `n ≥ 1`, `a > 0` and `K > 2n + 1`, the Morse functions `0` and `n` are orthogonal. -/
theorem morse_overlap_zero {n : ℕ} (hn : 1 ≤ n) {a K : ℝ} (ha : 0 < a)
    (hK : 2 * (n : ℝ) + 1 < K) :
    Integrable (fun x => morseState a K 0 x * morseState a K n x) ∧
    ∫ x, morseState a K 0 x * morseState a K n x = 0 := by
  have h := morse_overtone_dipole hn ha hK 1 0
  simp only [zero_mul, add_zero, mul_one, zero_div] at h
  exact h

end

end MorseOvertone
```

```lean
#print axioms MorseOvertone.morse_overtone_dipole
#print axioms MorseOvertone.morse_overlap_zero
```

```
'MorseOvertone.morse_overtone_dipole' depends on axioms: [propext, Classical.choice, Quot.sound]
'MorseOvertone.morse_overlap_zero' depends on axioms: [propext, Classical.choice, Quot.sound]
```

`chu_vandermonde` proves the recursion and product; `laguerre_gamma_sum` adds the Gamma factors. `laguerre_expand` and `laguerre_moment` integrate termwise, and `laguerre_integral_zero` isolates the zero factor.

`gamma_log` bounds $|\log y|$ by powers $y^{\pm s/2}$ and identifies $\Gamma'(s)$. `laguerre_integral_log` differentiates the sum and the product, then equates the results with `d1.unique d3`.

`morse_substitution` changes variables, `morse_overtone_dipole` combines the two integrals, and `morse_overlap_zero` sets $\mu_0=1,\mu_1=0$.

For a one-dimensional Morse oscillator, this shows that a linear dipole with $\mu_1\ne0$ already gives nonzero amplitudes from the ground state to every bound overtone level.
